# For Rydberg levels −1/(2(n−d)²) with autoionization widths G/(n−d)³ and G > 0, the ratio of width to the gap to the next higher level stays above G and tends to G

Take a Rydberg series with quantum defect zero, for an electron outside a singly charged core, and look at its two lowest levels. In atomic units, measured from the ionization threshold to which the series converges, they lie at $E_1=-\tfrac12$ and $E_2=-\tfrac18$, so the gap between them is $\tfrac38$. Let the level $n$ autoionize with width $\Gamma_n=G/n^3$, where $G>0$ is a constant. Then $\Gamma_1=G$, and the ratio of width to gap is $\tfrac83G$. One level higher the gap is $\tfrac18-\tfrac1{18}=\tfrac5{72}$, the width is $G/8$, and the ratio is $\tfrac95G$.

Both ratios exceed $G$, and the second is closer to it. The cause is the curvature of the energy formula. The slope of $-1/(2x^2)$ is $1/x^3$, which has the same form as the width and falls as $x$ grows. The gap from $x$ to $x+1$ is the average of this slope over the interval, so it is smaller than the slope at the lower end. Far up the series the slope hardly changes over one unit, and the gap and $1/x^3$ agree to leading order.

The same holds for every real quantum defect $d$, with $n-d$ in place of $n$. The derivation below obtains it from exact rational expressions.

```lean
import Mathlib

open Filter Topology

namespace RydbergAutoionization

noncomputable section
```

## Energies, widths and spacings

The level $n$ has energy

$$E_n=-\frac{1}{2(n-d)^2}.$$

This is the Rydberg formula for an electron outside a singly charged core, in hartree. The defect $d$ stands for the short-range phase shift that the core imposes on the electron. It is taken to be the same for all levels, which means an unperturbed series with no energy dependence of the phase shift.

In the code `n` is an integer and `d` is real, so `(n : ℝ)` is the integer read as a real number.

```lean
/-- Energy of the Rydberg level `n` with quantum defect `d`, in atomic units,
measured from the ionization threshold. -/
def level (d : ℝ) (n : ℤ) : ℝ := -1 / (2 * ((n : ℝ) - d) ^ 2)
```

The autoionization width is

$$\Gamma_n=\frac{G}{(n-d)^3}.$$

The power law is assumed here and not derived from a Hamiltonian. It stands for the fact that the probability of finding a Rydberg electron near the core, where it can exchange energy with the core and escape, falls as $(n-d)^{-3}$. The constant $G$, called the reduced width, collects the strength of the coupling to the open channels and is taken to be independent of energy.

```lean
/-- Autoionization width of the level `n`, with reduced width `G`. -/
def width (G d : ℝ) (n : ℤ) : ℝ := G / ((n : ℝ) - d) ^ 3
```

The spacing is measured upwards, from the level $n$ to the level $n+1$:

$$\Delta_n=E_{n+1}-E_n.$$

The direction matters for the inequality. By the slope argument above, the gap to the next lower level is larger than $1/(n-d)^3$, and a ratio formed with that gap would lie below $G$.

```lean
/-- Energy distance from the level `n` to the next higher level. -/
def spacing (d : ℝ) (n : ℤ) : ℝ := level d (n + 1) - level d n
```

## The spacing as a rational function

Write $x=n-d$ and assume $n>d$, so that $x>0$. Then

$$\Delta_n=\frac{1}{2x^2}-\frac{1}{2(x+1)^2}=\frac{(x+1)^2-x^2}{2x^2(x+1)^2}=\frac{2x+1}{2x^2(x+1)^2}.$$

The hypothesis `hn : d < n` is the condition $n>d$. It is the only restriction on the levels: the series starts at the first integer above $d$, whether or not a particular atom has a state there. In the proof, `generalize` replaces $n-d$ by a single positive variable `x`. After that, `field_simp` clears the denominators, and `ring` checks the polynomial identity that remains.

```lean
/-- The exact level spacing as a rational function of the effective quantum
number `n - d`. -/
theorem spacing_eq {d : ℝ} {n : ℤ} (hn : d < n) :
    spacing d n = (2 * ((n : ℝ) - d) + 1) /
      (2 * ((n : ℝ) - d) ^ 2 * ((n : ℝ) - d + 1) ^ 2) := by
  have hx : 0 < (n : ℝ) - d := sub_pos.2 hn
  have hs : (n : ℝ) + 1 - d = (n : ℝ) - d + 1 := by ring
  unfold spacing level
  push_cast
  rw [hs]
  generalize (n : ℝ) - d = x at hx ⊢
  have h1 : x + 1 ≠ 0 := by positivity
  field_simp
  ring
```

For $x>0$ the numerator and the denominator are both positive, so $\Delta_n>0$ and the energies rise along the series. The tactic `positivity` reads this off the formula. The sign is needed later, when an inequality between width and spacing is turned into one for their ratio.

```lean
/-- The energies increase along the series. -/
theorem spacing_pos {d : ℝ} {n : ℤ} (hn : d < n) : 0 < spacing d n := by
  have hx : 0 < (n : ℝ) - d := sub_pos.2 hn
  rw [spacing_eq hn]
  generalize (n : ℝ) - d = x at hx ⊢
  positivity
```

## The ratio at finite n

Dividing the width by the spacing gives

$$\frac{\Gamma_n}{\Delta_n}=\frac{G}{x^3}\cdot\frac{2x^2(x+1)^2}{2x+1}=\frac{2G(x+1)^2}{x(2x+1)}.$$

The numerator can be split by means of $2(x+1)^2=2x^2+4x+2=x(2x+1)+(3x+2)$, and so

$$\frac{\Gamma_n}{\Delta_n}=G\left(1+\frac{3x+2}{x(2x+1)}\right).$$

At $x=1$ the bracket is $1+\tfrac53=\tfrac83$, and at $x=2$ it is $1+\tfrac8{10}=\tfrac95$, as found at the start. The identity holds for every real $G$; its sign plays no part yet. The Lean proof inserts the formula for the spacing and again reduces the claim to a polynomial identity in `x`.

```lean
/-- The exact ratio of width to level spacing at finite `n`. -/
theorem ratio_eq (G : ℝ) {d : ℝ} {n : ℤ} (hn : d < n) :
    width G d n / spacing d n = G * (1 + (3 * ((n : ℝ) - d) + 2) /
      (((n : ℝ) - d) * (2 * ((n : ℝ) - d) + 1))) := by
  have hx : 0 < (n : ℝ) - d := sub_pos.2 hn
  rw [spacing_eq hn]
  unfold width
  generalize (n : ℝ) - d = x at hx ⊢
  have h1 : x + 1 ≠ 0 := by positivity
  have h2 : 2 * x + 1 ≠ 0 := by positivity
  field_simp
  ring
```

## The limit in the variable 1/(n−d)

Put $u=1/x$. As $n$ grows, $x=n-d$ grows without bound and $u\to0$. Limits along the series thus become limits of rational functions of $u$ at the point $u=0$, where these functions are continuous and can be evaluated directly.

In Lean, `Tendsto f atTop (𝓝 a)` says that $f(n)\to a$ as the integer $n\to+\infty$. The lemma first shows that $n-d$ tends to infinity, then composes this with the limit of the inverse.

```lean
/-- The inverse effective quantum number tends to zero along the series. -/
theorem inv_tendsto (d : ℝ) :
    Tendsto (fun n : ℤ => ((n : ℝ) - d)⁻¹) atTop (𝓝 0) := by
  have h : Tendsto (fun n : ℤ => (n : ℝ) - d) atTop atTop := by
    simpa only [sub_eq_add_neg] using
      tendsto_atTop_add_const_right atTop (-d) (tendsto_intCast_atTop_atTop (R := ℝ))
  exact tendsto_inv_atTop_zero.comp h
```

## The leading correction is 3G/(2(n−d))

From the exact ratio,

$$x\left(\frac{\Gamma_n}{\Delta_n}-G\right)=G\,\frac{3x+2}{2x+1}=G\,\frac{3+2u}{2+u}\;\longrightarrow\;\frac{3G}{2}.$$

For large $n$ this means

$$\frac{\Gamma_n}{\Delta_n}= G\left(1+\frac{3}{2(n-d)}\right)+\text{terms that vanish faster than }\frac1{n-d}.$$

The approach to $G$ is therefore slow: at $n-d=15$ the ratio is still about ten per cent above its limit.

The proof follows the same line. The fact `hc` is the continuity of the function of $u$ at zero, and `e` is its value there. The step `congr'` replaces one sequence by another that agrees with it for all sufficiently large $n$, and `filter_upwards` supplies the condition $n>d$ under which the two agree. Values of the functions at $n\le d$ thus have no influence on the limit.

```lean
/-- The ratio of width to spacing approaches `G` with the leading correction
`3 G / (2 (n - d))`. -/
theorem ratio_correction (G d : ℝ) :
    Tendsto (fun n : ℤ => ((n : ℝ) - d) * (width G d n / spacing d n - G))
      atTop (𝓝 (3 * G / 2)) := by
  -- the limit is taken in the variable u = 1 / (n - d)
  have hc : ContinuousAt (fun u : ℝ => G * (3 + 2 * u) / (2 + u)) 0 := by
    fun_prop (disch := norm_num)
  have h2 : Tendsto (fun u : ℝ => G * (3 + 2 * u) / (2 + u)) (𝓝 0)
      (𝓝 (G * (3 + 2 * 0) / (2 + 0))) := hc.tendsto
  have e : G * (3 + 2 * 0) / (2 + 0) = 3 * G / 2 := by ring
  rw [e] at h2
  refine (h2.comp (inv_tendsto d)).congr' ?_
  filter_upwards [(tendsto_intCast_atTop_atTop (R := ℝ)).eventually_gt_atTop d] with n hn
  have hx : 0 < (n : ℝ) - d := sub_pos.2 hn
  rw [ratio_eq G hn]
  simp only [Function.comp_apply]
  generalize (n : ℝ) - d = x at hx ⊢
  have h3 : 2 * x + 1 ≠ 0 := by positivity
  have e1 : 3 + 2 * x⁻¹ = (3 * x + 2) / x := by field_simp
  have e2 : 2 + x⁻¹ = (2 * x + 1) / x := by field_simp
  rw [e1, e2]
  field_simp
  ring
```

## Both limits and the strict bound

The main theorem has three parts. The first is the limit of the scaled spacing,

$$x^3\Delta_n=\frac{x(2x+1)}{2(x+1)^2}=\frac{2+u}{2(1+u)^2}\;\longrightarrow\;1,$$

which says that the spacing behaves as $1/(n-d)^3$ high in the series.

The second is the limit of the ratio. It follows from the correction term, because

$$\frac{\Gamma_n}{\Delta_n}=G+\frac1x\cdot x\left(\frac{\Gamma_n}{\Delta_n}-G\right)\;\longrightarrow\;G+0\cdot\frac{3G}{2}=G.$$

The third is the bound at every level. For $x>0$ the fraction $(3x+2)/(x(2x+1))$ is positive, and multiplying it by $G>0$ keeps it so. Hence

$$\frac{\Gamma_n}{\Delta_n}=G+G\,\frac{3x+2}{x(2x+1)}>G.$$

In the Lean statement the three parts are joined by `∧`. The hypothesis `hG : 0 < G` says that the levels really do decay, and the proof uses it only in the third part. The last part reads `∀ n : ℤ, d < n → ...`, so it covers the lowest level of the series as well as the high ones.

The three bullets of the proof are the three computations above. In the second, `inv_mul_cancel_left₀` cancels the factor $\tfrac1x\cdot x$. In the third, `hp` is the positivity of the fraction and `hm` that of its product with $G$.

```lean
/-- For `G > 0`, along a Rydberg series the level spacing times `(n - d)^3` tends to one, the ratio
of width to spacing tends to `G`, and this ratio exceeds `G` at every level. -/
theorem width_over_spacing {G : ℝ} (d : ℝ) (hG : 0 < G) :
    Tendsto (fun n : ℤ => ((n : ℝ) - d) ^ 3 * spacing d n) atTop (𝓝 1) ∧
    Tendsto (fun n : ℤ => width G d n / spacing d n) atTop (𝓝 G) ∧
    ∀ n : ℤ, d < n → G < width G d n / spacing d n := by
  refine ⟨?_, ?_, ?_⟩
  · -- scaled spacing, again in the variable u = 1 / (n - d)
    have hc : ContinuousAt (fun u : ℝ => (2 + u) / (2 * (1 + u) ^ 2)) 0 := by
      fun_prop (disch := norm_num)
    have h2 : Tendsto (fun u : ℝ => (2 + u) / (2 * (1 + u) ^ 2)) (𝓝 0)
        (𝓝 ((2 + 0) / (2 * (1 + 0) ^ 2))) := hc.tendsto
    have e : ((2 : ℝ) + 0) / (2 * (1 + 0) ^ 2) = 1 := by norm_num
    rw [e] at h2
    refine (h2.comp (inv_tendsto d)).congr' ?_
    filter_upwards [(tendsto_intCast_atTop_atTop (R := ℝ)).eventually_gt_atTop d] with n hn
    have hx : 0 < (n : ℝ) - d := sub_pos.2 hn
    rw [spacing_eq hn]
    simp only [Function.comp_apply]
    generalize (n : ℝ) - d = x at hx ⊢
    have h1 : x + 1 ≠ 0 := by positivity
    have e1 : 1 + x⁻¹ = (x + 1) / x := by field_simp
    have e2 : 2 + x⁻¹ = (2 * x + 1) / x := by field_simp
    rw [e1, e2]
    field_simp
  · -- the deviation from G is 1 / (n - d) times a convergent sequence
    have h := ((inv_tendsto d).mul (ratio_correction G d)).const_add G
    rw [zero_mul, add_zero] at h
    refine h.congr' ?_
    filter_upwards [(tendsto_intCast_atTop_atTop (R := ℝ)).eventually_gt_atTop d] with n hn
    have hx : (n : ℝ) - d ≠ 0 := (sub_pos.2 hn).ne'
    rw [inv_mul_cancel_left₀ hx]
    ring
  · intro n hn
    have hx : 0 < (n : ℝ) - d := sub_pos.2 hn
    rw [ratio_eq G hn]
    generalize (n : ℝ) - d = x at hx ⊢
    have hp : 0 < (3 * x + 2) / (x * (2 * x + 1)) := by positivity
    have hm := mul_pos hG hp
    rw [mul_add, mul_one]
    linarith
```

## Reduced width below one: high levels are narrower than their spacing

Suppose $0<G<1$. The ratio tends to $G$, which lies below one, so from some level onwards the ratio itself is below one. Since $\Delta_n>0$, this is the same as $\Gamma_n<\Delta_n$.

The notation `∀ᶠ n : ℤ in atTop` means "for all sufficiently large $n$". The theorem names no particular level at which this begins, and the word `isolated` in its name stands for this inequality only, not for well-separated lines. Its proof takes the second part of the main theorem, selected by `.2.1`, and converts the ratio with `div_lt_one`.

```lean
/-- For reduced width `0 < G < 1`, all sufficiently high levels have a width smaller
than the spacing to the next level. -/
theorem eventually_isolated {G : ℝ} (d : ℝ) (hG : 0 < G) (hG1 : G < 1) :
    ∀ᶠ n : ℤ in atTop, width G d n < spacing d n := by
  filter_upwards [(width_over_spacing d hG).2.1.eventually_lt_const hG1,
    (tendsto_intCast_atTop_atTop (R := ℝ)).eventually_gt_atTop d] with n h hn
  exact (div_lt_one (spacing_pos hn)).1 h
```

The exact ratio shows where the change occurs in a given case. Take $d=0$ and $G=0.9$. The width is smaller than the spacing when

$$0.9\left(1+\frac{3n+2}{n(2n+1)}\right)<1,\qquad\text{that is,}\qquad \frac{3n+2}{n(2n+1)}<\frac19.$$

Clearing denominators gives $n^2-13n-9>0$. For positive integers this fails up to $n=13$, where the left side is $-9$, and holds from $n=14$, where it is $5$. The ratios on the two sides of the change are

$$\frac{\Gamma_{13}}{\Delta_{13}}=0.9\left(1+\frac{41}{351}\right)\approx1.005,\qquad \frac{\Gamma_{14}}{\Delta_{14}}=0.9\left(1+\frac{44}{406}\right)\approx0.998.$$

The leading correction alone would put the change at $0.9\,(1+3/(2n))=1$, or $n=13.5$, which separates the same two levels. In this series the thirteen lowest levels are wider than the gap above them, and all higher ones are narrower.

## The whole series overlaps exactly when G ≥ 1

Call a level overlapping when its width exceeds the spacing to the next level. Every level with $n>d$ is overlapping if and only if $G\ge1$.

If $G\ge1$, the strict bound gives $\Gamma_n/\Delta_n>G\ge1$ at every level, and multiplying by $\Delta_n>0$ gives $\Gamma_n>\Delta_n$. This includes the boundary value $G=1$, where the ratio tends to one but stays above it.

Conversely, suppose that every level is overlapping and that $G<1$. The previous result then provides high levels with $\Gamma_n<\Delta_n$, which is a contradiction.

The Lean proof treats the two directions separately. In the first, `obtain` picks one level `n` that is both above `d` and narrower than its spacing, and `lt_asymm` rejects the two opposite inequalities. In the second, `one_lt_div` turns the bound on the ratio into one on the width.

```lean
/-- For `G > 0`, every level of the series has a width larger than the spacing to the next level if
and only if the reduced width `G` is at least one. -/
theorem all_overlap_iff {G : ℝ} (d : ℝ) (hG : 0 < G) :
    (∀ n : ℤ, d < n → spacing d n < width G d n) ↔ 1 ≤ G := by
  constructor
  · intro h
    by_contra hlt
    obtain ⟨n, h1, h2⟩ := ((eventually_isolated d hG (not_le.1 hlt)).and
      ((tendsto_intCast_atTop_atTop (R := ℝ)).eventually_gt_atTop d)).exists
    exact lt_asymm h1 (h n h2)
  · intro h1 n hn
    exact (one_lt_div (spacing_pos hn)).1
      (lt_of_le_of_lt h1 ((width_over_spacing d hG).2.2 n hn))

end

end RydbergAutoionization
```

For a single unperturbed series with constant $d$ and $G$, the result compares the autoionization width with the level spacing all the way to threshold. Going to higher $n$ lowers their ratio, but only towards $G$ and never below it, because widths and spacings shrink at the same rate to leading order. Instrumental broadening is not included: in a measured spectrum, a fixed instrumental width exceeds the spacing at high enough $n$, whatever the value of $G$. The criterion compares two energies and says nothing about line shapes. A ratio slightly below one still means strongly blended lines, and once widths are comparable to spacings, the picture of independently decaying levels, from which the width formula is taken, itself becomes doubtful. Interaction between several Rydberg series, which makes $d$ and $G$ vary with energy, is not part of the model.

```lean
#print axioms RydbergAutoionization.width_over_spacing
#print axioms RydbergAutoionization.all_overlap_iff
```

```
'RydbergAutoionization.width_over_spacing' depends on axioms: [propext, Classical.choice, Quot.sound]
'RydbergAutoionization.all_overlap_iff' depends on axioms: [propext, Classical.choice, Quot.sound]
```
